# The Caroli transmission never exceeds the smaller contact rank

Let a device have finitely many orthonormal orbitals, a Hermitian Hamiltonian $H$ and a real energy $E$. Two contacts are described by positive semidefinite broadening matrices $\Gamma_L$ and $\Gamma_R$, which stand for the escape of electrons into the leads. Write $\Gamma=\Gamma_L+\Gamma_R$, $K=E-H+i\Gamma/2$, assumed invertible, and $G=K^{-1}$; a star denotes the conjugate transpose. Hermitian level shifts caused by the leads at energy $E$ are included in $H$. The Caroli transmission is
$$T=\mathrm{Tr}(\Gamma_L G\,\Gamma_R G^*),$$
and the claim is that $T$ is real with
$$0\le T\le\min(\operatorname{rank}\Gamma_L,\operatorname{rank}\Gamma_R).$$

In coherent transport calculations for a finite, non-interacting, two-contact device, a value above this bound, apart from rounding, therefore shows that the matrices used do not satisfy these conditions together.

## From flux conservation to the channel count

Since $H$ and $\Gamma$ are Hermitian, $K-K^*=i\Gamma$. Multiply by $G$ on the left and $G^*$ on the right, using $GK=1$ and $K^*G^*=1$:
$$iG\Gamma G^*=G^*-G,\qquad\text{so}\qquad G\Gamma G^*=i(G-G^*).$$

Factor the broadenings as $\Gamma_L=A^*A$ and $\Gamma_R=B^*B$, where the rows of $A$ and $B$ are channels. Set $X=AGA^*$, $r=1-iX$ and $t=AGB^*$. Then
$$XX^*+tt^*=AG(A^*A+B^*B)G^*A^*=i(X-X^*),$$
$$rr^*=(1-iX)(1+iX^*)=1-i(X-X^*)+XX^*.$$
Adding $tt^*$ to the second line gives $rr^*+tt^*=1$.

By cyclicity of the trace, $T=\mathrm{Tr}(AGB^*BG^*A^*)=\mathrm{Tr}(tt^*)\ge0$. Because $1-tt^*=rr^*$ is positive semidefinite, no eigenvalue of $tt^*$ exceeds one. The trace is the sum of the nonzero eigenvalues, so it is at most their number, $\operatorname{rank}(tt^*)$. Finally,
$$\operatorname{rank}(tt^*)\le\operatorname{rank}t\le\min(\operatorname{rank}A,\operatorname{rank}B),$$
and $\operatorname{rank}A=\operatorname{rank}A^*A$, likewise for $B$.

For an example that reaches the bound, take $N$ levels all at energy $E$, so $H=E\cdot1$, with $\Gamma_L=\Gamma_R=\gamma\cdot1$ and $\gamma>0$. If the Green function is built with total broadening $2\eta$, where $\eta>0$, then $G=(i\eta)^{-1}=-i/\eta$ and
$$T=N(\gamma/\eta)^2.$$
The consistent choice $\eta=\gamma$ gives $T=N$, the contact rank. For $N\ge1$, too small a broadening, $\eta<\gamma$, breaks the bound. Too large a broadening is equally inconsistent but stays below it, so passing the test does not certify a calculation.

## The device and its amplitudes in Lean

The type `n` labels orbitals, while `p` and `q` label the channels of the two contacts.

```lean
import Mathlib

open Matrix Complex
open scoped ComplexOrder MatrixOrder

namespace CaroliChannelBound

noncomputable section

variable {n p q : Type*} [Fintype n] [DecidableEq n] [Fintype p] [DecidableEq p]
  [Fintype q]
```

The operator $K$ takes the total broadening as its argument.

```lean
/-- The operator `E - H + iΓ/2` of a device with Hamiltonian `H` and total broadening `Γ`. -/
def openOperator (E : ℝ) (H Γ : Matrix n n ℂ) : Matrix n n ℂ :=
  (E : ℂ) • (1 : Matrix n n ℂ) - H + (I / 2) • Γ
```

The Caroli expression is complex-valued by definition; its reality has to be proved.

```lean
/-- The Caroli expression `Tr(ΓL G ΓR G*)`. -/
def caroli (ΓL ΓR G : Matrix n n ℂ) : ℂ := (ΓL * G * ΓR * Gᴴ).trace
```

The next two definitions are $r$ and $t$. The phase convention for $t$ omits a factor $-i$, which does not affect $tt^*$.

```lean
/-- The Fisher-Lee reflection matrix `1 - i A G A*` of a contact with coupling matrix `A`. -/
def reflection (A : Matrix p n ℂ) (G : Matrix n n ℂ) : Matrix p p ℂ :=
  1 - I • (A * G * Aᴴ)

/-- The Fisher-Lee transmission matrix `A G B*` between contacts with coupling matrices
`A` and `B`. -/
def amplitude (A : Matrix p n ℂ) (B : Matrix q n ℂ) (G : Matrix n n ℂ) : Matrix p q ℂ :=
  A * G * Bᴴ
```

## Conservation of flux

The Green function enters through the equation `openOperator E H Γ * G = 1`. For square matrices this also gives $GK=1$, the first step of the proof. Then `hK` is $K-K^*=i\Gamma$, and `h` is the same identity multiplied by $G$ and $G^*$.

```lean
/-- For Hermitian `H` and `Γ`, the inverse `G` of `E - H + iΓ/2` satisfies
`G Γ G* = i (G - G*)`. -/
theorem spectral_identity {E : ℝ} {H Γ G : Matrix n n ℂ} (hH : H.IsHermitian)
    (hΓ : Γ.IsHermitian) (hG : openOperator E H Γ * G = 1) :
    G * Γ * Gᴴ = I • (G - Gᴴ) := by
  have hGK : G * openOperator E H Γ = 1 := mul_eq_one_comm.mp hG
  have hadj : (openOperator E H Γ)ᴴ * Gᴴ = 1 := by
    rw [← conjTranspose_mul, hGK, conjTranspose_one]
  have hs : star (I / 2) = -(I / 2) := by
    apply Complex.ext <;> simp
    norm_num
  have he : star (E : ℂ) = E := Complex.conj_ofReal E
  -- the anti-Hermitian part of the operator is the broadening
  have hK : openOperator E H Γ - (openOperator E H Γ)ᴴ = I • Γ := by
    rw [openOperator, conjTranspose_add, conjTranspose_sub, conjTranspose_smul,
      conjTranspose_smul, conjTranspose_one, hH.eq, hΓ.eq, hs, he]
    module
  have h : G * (openOperator E H Γ - (openOperator E H Γ)ᴴ) * Gᴴ = Gᴴ - G := by
    rw [mul_sub, sub_mul, hGK, one_mul, mul_assoc, hadj, mul_one]
  rw [hK, mul_smul_comm, smul_mul_assoc] at h
  calc G * Γ * Gᴴ = (-I) • (I • (G * Γ * Gᴴ)) := by rw [smul_smul]; simp
    _ = I • (G - Gᴴ) := by rw [h]; module
```

In the next proof, `key` is the formula for $XX^*+tt^*$ and `hr` expands $rr^*$.

```lean
/-- Flux conservation: for Hermitian `H` and `G` the inverse of `E - H + i(A*A + B*B)/2`,
the Fisher-Lee matrices obey `r r* + t t* = 1`. -/
theorem flux_conservation {E : ℝ} {H G : Matrix n n ℂ} (A : Matrix p n ℂ)
    (B : Matrix q n ℂ) (hH : H.IsHermitian)
    (hG : openOperator E H (Aᴴ * A + Bᴴ * B) * G = 1) :
    reflection A G * (reflection A G)ᴴ + amplitude A B G * (amplitude A B G)ᴴ = 1 := by
  have hsp := spectral_identity hH
    ((isHermitian_conjTranspose_mul_self A).add (isHermitian_conjTranspose_mul_self B)) hG
  have key : (A * G * Aᴴ) * (A * G * Aᴴ)ᴴ + amplitude A B G * (amplitude A B G)ᴴ
      = I • (A * G * Aᴴ - (A * G * Aᴴ)ᴴ) := by
    calc _ = A * (G * (Aᴴ * A + Bᴴ * B) * Gᴴ) * Aᴴ := by
          simp only [amplitude, conjTranspose_mul, conjTranspose_conjTranspose,
            Matrix.mul_add, Matrix.add_mul, Matrix.mul_assoc]
      _ = _ := by
          rw [hsp]
          simp only [conjTranspose_mul, conjTranspose_conjTranspose, Matrix.mul_smul,
            Matrix.smul_mul, Matrix.mul_sub, Matrix.sub_mul, Matrix.mul_assoc]
  -- expand the reflected flux
  have hr : ∀ X : Matrix p p ℂ,
      (1 - I • X) * (1 - I • X)ᴴ = 1 - I • (X - Xᴴ) + X * Xᴴ := by
    intro X
    have hI : star I = -I := Complex.conj_I

    have h2 : -I * I = 1 := by simp
    rw [conjTranspose_sub, conjTranspose_one, conjTranspose_smul, hI]
    simp only [sub_mul, mul_sub, one_mul, mul_one, smul_mul_assoc, mul_smul_comm,
      smul_sub, smul_smul, h2, one_smul]
    module
  rw [reflection, hr, add_assoc, key, sub_add_cancel]
```

Cyclicity of the trace connects the two transmission formulas.

```lean
omit [DecidableEq n] [DecidableEq p] in
/-- The Caroli expression with `ΓL = A*A` and `ΓR = B*B` is the Fisher-Lee sum `Tr(t t*)`. -/
theorem caroli_eq_fisherLee (A : Matrix p n ℂ) (B : Matrix q n ℂ) (G : Matrix n n ℂ) :
    caroli (Aᴴ * A) (Bᴴ * B) G = (amplitude A B G * (amplitude A B G)ᴴ).trace := by
  simp only [caroli, amplitude, conjTranspose_mul, conjTranspose_conjTranspose,
    Matrix.mul_assoc]
  rw [Matrix.trace_mul_comm]
  simp only [Matrix.mul_assoc]
```

## Trace, rank and the bound

Testing $1-M$ on a normalised eigenvector gives $0\le1-\lambda_i$. The rank is then written as a sum of ones over the nonzero eigenvalues and compared with the trace term by term.

```lean
/-- A Hermitian matrix `M` with `1 - M` positive semidefinite has trace at most its rank. -/
theorem trace_le_rank {M : Matrix n n ℂ} (hM : M.IsHermitian)
    (h1 : (1 - M).PosSemidef) : M.trace.re ≤ M.rank := by
  -- every eigenvalue is at most one
  have hle : ∀ i, hM.eigenvalues i ≤ 1 := by
    intro i
    have hv := hM.mulVec_eigenvectorBasis i
    have hn := inner_self_eq_norm_sq_to_K (𝕜 := ℂ) (hM.eigenvectorBasis i)
    rw [EuclideanSpace.inner_eq_star_dotProduct, hM.eigenvectorBasis.orthonormal.1 i,
      dotProduct_comm] at hn
    have h2 := h1.dotProduct_mulVec_nonneg (hM.eigenvectorBasis i).ofLp
    rw [Matrix.sub_mulVec, Matrix.one_mulVec, hv, dotProduct_sub, dotProduct_smul, hn] at h2
    have h3 := (Complex.le_def.mp h2).1
    simpa using h3
  have htr : M.trace.re = ∑ i, hM.eigenvalues i := by
    rw [hM.trace_eq_sum_eigenvalues]
    simp
  rw [htr, hM.rank_eq_card_non_zero_eigs, Fintype.card_subtype, ← Finset.sum_boole]
  refine Finset.sum_le_sum fun i _ => ?_
  split_ifs with h
  · exact hle i
  · exact (not_not.mp h).le
```

The main theorem assumes `PosSemidef` for each contact, without deriving it from a lead model, and requires the broadening in $G$ to be exactly `ΓL + ΓR`, with no third contact. Its conclusion lists zero imaginary part, nonnegative real part and the rank bound. The proof obtains $A$ and $B$ by factorisation, uses flux conservation for `hone`, and limits the rank of $t$ through `hl` and `hr`.

```lean
/-- Channel bound: for Hermitian `H`, positive semidefinite `ΓL`, `ΓR` and `G` the inverse of
`E - H + i(ΓL + ΓR)/2`, the Caroli transmission is real and lies between zero and the smaller
of the two contact ranks. -/
theorem transmission_bound {E : ℝ} {H ΓL ΓR G : Matrix n n ℂ} (hH : H.IsHermitian)
    (hL : ΓL.PosSemidef) (hR : ΓR.PosSemidef)
    (hG : openOperator E H (ΓL + ΓR) * G = 1) :
    (caroli ΓL ΓR G).im = 0 ∧ 0 ≤ (caroli ΓL ΓR G).re ∧
      (caroli ΓL ΓR G).re ≤ min (ΓL.rank : ℝ) (ΓR.rank : ℝ) := by
  -- factor the broadenings into coupling matrices
  obtain ⟨A, hA⟩ := CStarAlgebra.nonneg_iff_eq_star_mul_self.mp
    (Matrix.nonneg_iff_posSemidef.mpr hL)
  obtain ⟨B, hB⟩ := CStarAlgebra.nonneg_iff_eq_star_mul_self.mp
    (Matrix.nonneg_iff_posSemidef.mpr hR)
  rw [star_eq_conjTranspose] at hA hB
  subst hA hB
  have hflux := flux_conservation A B hH hG
  have hpos := posSemidef_self_mul_conjTranspose (amplitude A B G)
  have hone : (1 - amplitude A B G * (amplitude A B G)ᴴ).PosSemidef := by
    rw [← eq_sub_of_add_eq hflux]
    exact posSemidef_self_mul_conjTranspose _
  have htr := Complex.le_def.mp hpos.trace_nonneg
  have hrank := trace_le_rank hpos.1 hone
  -- the rank of t t* is limited by both couplings
  have ht := Matrix.rank_mul_le_left (amplitude A B G) (amplitude A B G)ᴴ
  have hl : (amplitude A B G).rank ≤ (Aᴴ * A).rank := by
    rw [rank_conjTranspose_mul_self, amplitude, Matrix.mul_assoc]
    exact Matrix.rank_mul_le_left _ _
  have hr : (amplitude A B G).rank ≤ (Bᴴ * B).rank := by
    rw [rank_conjTranspose_mul_self, ← rank_conjTranspose B, amplitude]
    exact Matrix.rank_mul_le_right _ _
  rw [caroli_eq_fisherLee]
  refine ⟨htr.2.symm, htr.1, le_min ?_ ?_⟩
  · exact hrank.trans (by exact_mod_cast ht.trans hl)
  · exact hrank.trans (by exact_mod_cast ht.trans hr)
```

## Degenerate levels: attaining and breaking the bound

The first theorem verifies both the inverse and the value $N(\gamma/\eta)^2$; the second identifies the contact rank as $N$.

```lean
/-- For `H = E·1` and real `η ≠ 0`, `G = -i/η` inverts `E - H + i(2η)/2`, and setting
`ΓL = ΓR = γ·1` with `γ` real gives the Caroli expression the value `N (γ/η)²`, where `N` is the
number of levels. -/
theorem resonant_value (E γ η : ℝ) (hη : η ≠ 0) :
    openOperator E ((E : ℂ) • (1 : Matrix n n ℂ)) ((2 * η : ℂ) • 1) * ((-I / η) • 1) = 1 ∧
    caroli ((γ : ℂ) • (1 : Matrix n n ℂ)) ((γ : ℂ) • 1) ((-I / η) • 1)
      = ((Fintype.card n * (γ / η) ^ 2 : ℝ) : ℂ) := by
  constructor
  · have h : (η : ℂ) * (η : ℂ)⁻¹ = 1 := mul_inv_cancel₀ (by exact_mod_cast hη)
    have hc : I / 2 * (2 * η) * (-I / η) = 1 := by
      linear_combination (-((η : ℂ) * (η : ℂ)⁻¹)) * Complex.I_sq + h
    rw [openOperator, sub_self, zero_add, smul_smul, smul_mul_assoc, one_mul, smul_smul,
      hc, one_smul]
  · have hs : star (-I / (η : ℂ)) = I / η := by simp
    rw [caroli, conjTranspose_smul, conjTranspose_one, hs]
    simp only [mul_smul_comm, mul_one, trace_smul, trace_one, smul_eq_mul]
    push_cast
    linear_combination (-((γ : ℂ) ^ 2 * Fintype.card n / (η : ℂ) ^ 2)) * Complex.I_sq

/-- For real `γ ≠ 0`, the rank of the matrix `γ·1` is the number of levels. -/
theorem rank_uniform_contact {γ : ℝ} (hγ : γ ≠ 0) :
    ((γ : ℂ) • (1 : Matrix n n ℂ)).rank = Fintype.card n := by
  apply Matrix.rank_of_isUnit
  rw [Matrix.isUnit_iff_isUnit_det, det_smul, det_one, mul_one, isUnit_iff_ne_zero]
  exact pow_ne_zero _ (by exact_mod_cast hγ)
```

Setting $\eta=\gamma$ gives equality.

```lean
/-- The bound is attained: for levels all at energy `E` and two equal contacts `γ·1`, `γ > 0`,
`G = -i/γ` is the required inverse and the transmission equals the contact rank. -/
theorem bound_attained (E : ℝ) {γ : ℝ} (hγ : 0 < γ) :
    openOperator E ((E : ℂ) • (1 : Matrix n n ℂ)) ((γ : ℂ) • 1 + (γ : ℂ) • 1)
      * ((-I / γ) • 1) = 1 ∧
    caroli ((γ : ℂ) • (1 : Matrix n n ℂ)) ((γ : ℂ) • 1) ((-I / γ) • 1)
      = (((γ : ℂ) • (1 : Matrix n n ℂ)).rank : ℂ) := by
  obtain ⟨h1, h2⟩ := resonant_value (n := n) E γ γ hγ.ne'
  constructor
  · rw [← add_smul, ← two_mul]
    exact h1
  · rw [h2, rank_uniform_contact hγ.ne', div_self hγ.ne']
    simp
```

For $0<\eta<\gamma$, the inequality $(\gamma/\eta)^2>1$ gives the violation; `Nonempty n` supplies the required level.

```lean
/-- An inconsistent calculation breaks the bound: with contacts `γ·1` but `G = -i/η`, where
`0 < η < γ`, the Caroli value of a device with at least one level exceeds the contact rank. -/
theorem inconsistent_exceeds [Nonempty n] {γ η : ℝ} (hη : 0 < η) (h : η < γ) :
    (((γ : ℂ) • (1 : Matrix n n ℂ)).rank : ℝ)
      < (caroli ((γ : ℂ) • (1 : Matrix n n ℂ)) ((γ : ℂ) • 1) ((-I / η) • 1)).re := by
  rw [(resonant_value (n := n) 0 γ η hη.ne').2, rank_uniform_contact (hη.trans h).ne',
    Complex.ofReal_re]
  have hN : (0 : ℝ) < Fintype.card n := by exact_mod_cast Fintype.card_pos
  have hq : 1 < γ / η := (one_lt_div hη).2 h
  have hq2 : 1 < (γ / η) ^ 2 := by nlinarith
  nlinarith

end

end CaroliChannelBound
```

```lean
#print axioms CaroliChannelBound.transmission_bound
#print axioms CaroliChannelBound.bound_attained
#print axioms CaroliChannelBound.inconsistent_exceeds
```

```
'CaroliChannelBound.transmission_bound' depends on axioms: [propext, Classical.choice, Quot.sound]
'CaroliChannelBound.bound_attained' depends on axioms: [propext, Classical.choice, Quot.sound]
'CaroliChannelBound.inconsistent_exceeds' depends on axioms: [propext, Classical.choice, Quot.sound]
```
